# The signed sum over contour branch placements is a nested commutator

## Vertices, branches and the order of factors

Let b be an observable and let a₀, a₁, …, aₙ₋₁ be n perturbation vertices, numbered from earliest to latest. In a response calculation, aᵢ is the perturbation V in the interaction picture at time tᵢ, with t₀ < t₁ < … < tₙ₋₁ < t, and b is the observable at the later time t. For the algebra, all of them are elements of one ring, which need not be commutative.

For a Hermitian perturbation the interaction-picture evolution operator U is unitary, and the expectation value at time t contains the product U⁻¹ b U. The factor U is time-ordered, so its latest vertex stands leftmost, next to b. The factor U⁻¹ has the opposite order, so its latest vertex stands rightmost, again next to b. The vertices from U are said to lie on the forward branch of the time contour, those from U⁻¹ on the backward branch.

A placement is a subset S of {0, …, n−1}, the set of vertices on the backward branch. Its operator product is

Tₙ(b; S) = (product of aᵢ, i ∈ S, indices increasing) · b · (product of aⱼ, j ∉ S, indices decreasing).

An empty product is 1. With |S| for the number of elements of S, the contour sum is

Cₙ(b) = Σ_S (−1)^|S| Tₙ(b; S),

taken over all 2ⁿ subsets. The commutator is [x, y] = xy − yx.

## The identity and its first cases

The contour sum equals the nested commutator with the latest vertex innermost:

Cₙ(b) = [ … [[b, aₙ₋₁], aₙ₋₂] … , a₀].

For n = 0 there is one placement, the empty one, and both sides are b. For n = 1 the vertex is either forward or backward, which gives

C₁(b) = b a₀ − a₀ b = [b, a₀].

This is the commutator of linear response. For n = 2 the four placements give

C₂(b) = b a₁ a₀ − a₀ b a₁ − a₁ b a₀ + a₀ a₁ b = [[b, a₁], a₀].

In perturbative response theory, the identity turns the 2ⁿ operator orderings at one fixed sequence of times into the commutator form of the retarded response; the integrals over the times are not part of it.

## Removing the latest vertex

Take n + 1 vertices, the latest being aₙ, and let S be a subset of {0, …, n−1}. There are two ways to place aₙ.

If aₙ is on the forward branch, it comes first in the decreasing product to the right of b. It can be absorbed into the observable:

Tₙ₊₁(b; S) = Tₙ(b aₙ; S).

If aₙ is on the backward branch, it comes last in the increasing product to the left of b, so

Tₙ₊₁(b; S ∪ {n}) = Tₙ(aₙ b; S).

The second placement has one more backward vertex and therefore an additional minus sign. Every subset of {0, …, n} is either S or S ∪ {n} for exactly one such S. Since Tₙ is additive in its observable,

Cₙ₊₁(b) = Σ_S (−1)^|S| [Tₙ(b aₙ; S) − Tₙ(aₙ b; S)]
= Σ_S (−1)^|S| Tₙ(b aₙ − aₙ b; S)
= Cₙ([b, aₙ]).

Applying this repeatedly removes aₙ, then aₙ₋₁, and so on down to a₀. What remains is C₀ of the nested commutator, which is the nested commutator itself.

The order on the backward branch is easily got wrong. If both branches are written with decreasing indices, the case n = 1 still comes out right, because a single vertex can be ordered in only one way. At n = 2 the last term becomes a₁ a₀ b instead of a₀ a₁ b, and the sum differs from the nested commutator by [a₁, a₀] b.

## Phase factors, the identity operator and the density matrix

With ħ = 1, each vertex in the expansion of U has a factor −i and each vertex in the expansion of U⁻¹ a factor +i. Because i = (−i)(−1), a placement has the weight

i^|S| (−i)^(n−|S|) = (−i)ⁿ (−1)^|S|.

The weighted sum is therefore (−i)ⁿ times the nested commutator.

If b = 1 and there is at least one vertex, the first step already produces [1, aₙ] = 0, and the whole sum vanishes:

Cₙ₊₁(1) = Cₙ(0) = 0.

This is the order-by-order form of U⁻¹U = 1: the perturbation does not change the normalisation. With no vertex the sum is C₀(1) = 1.

For finite matrices, the commutators can be moved from the observable to the density matrix ρ. Define

L₀ = ρ, Lₙ₊₁ = [aₙ, Lₙ].

Here the earliest vertex acts first. The claim is

tr(ρ Cₙ(b)) = tr(Lₙ b).

For n = 0 both sides are tr(ρ b). If the claim holds for n and every b, then

tr(ρ Cₙ₊₁(b)) = tr(ρ Cₙ([b, aₙ])) = tr(Lₙ [b, aₙ])
= tr(Lₙ b aₙ) − tr(Lₙ aₙ b)
= tr(aₙ Lₙ b) − tr(Lₙ aₙ b)
= tr([aₙ, Lₙ] b) = tr(Lₙ₊₁ b).

The third line uses the cyclic property of the trace. The left side belongs to the Heisenberg form of response theory, where the observable is changed; the right side belongs to the Liouville form, where the state is. For n ≥ 1, Lₙ is a commutator and has trace zero, so it is not itself a density matrix. With the factor (−i)ⁿ and the integrals over the times, it gives the correction of order n to the density matrix in the interaction picture.

## How the Lean statements express this

The vertices are a function `a : ℕ → R` into a ring `R`, of which only the values at 0, …, n−1 enter. `vertices n S` is the increasing list of the indices below n that belong to `S`. `contourTerm a n b S` is Tₙ(b; S): the list for `S` is multiplied out to the left of `b`, and the reversed list for the complement `range n \ S` to its right. Products over lists are used because the order of the factors matters.

`contourSum a n b` is Cₙ(b), with the sum running over the powerset of `range n`. `nestedCommutator` is defined by recursion and takes the commutator with the latest vertex first. The main theorem, `contourSum_eq_nestedCommutator`, states that the two agree for every ring, every sequence of vertices, every n and every b.

`weighted_contourSum` needs a ring in which elements can be multiplied by complex numbers, expressed by `Algebra ℂ A`. `contourSum_one` is stated for `n + 1` vertices, which is how it requires at least one. `trace_contourSum` concerns square matrices with a finite index set over a commutative ring. It does not require ρ to be Hermitian, positive or normalised, since only cyclicity is used.

Time appears only through the numbering of the vertices. There is no Hamiltonian, no evolution operator and no convergence question in the file, and the expansion of U⁻¹ b U described at the start is the physical reason for the definitions, not a consequence of them. The signs count backward vertices only. Any additional signs from exchanging single fermion operators along the contour are not included; a perturbation made of even products of such operators does not need them. The trace statement is restricted to finite dimension, where cyclicity holds for all matrices.

## The complete file

```lean
import Mathlib

open Finset

namespace RetardedContourSum

variable {R : Type*} [Ring R]

/-- The vertices among `0, ..., n-1` that belong to `S`, listed from earliest to latest. -/
def vertices (n : ℕ) (S : Finset ℕ) : List ℕ :=
  (List.range n).filter (fun i => decide (i ∈ S))

/-- One contour contribution: the vertices in `S` stand to the left of the observable `b` with
times increasing, the other vertices stand to its right with times decreasing. -/
def contourTerm (a : ℕ → R) (n : ℕ) (b : R) (S : Finset ℕ) : R :=
  ((vertices n S).map a).prod * b * ((vertices n (range n \ S)).reverse.map a).prod

/-- The sum over all placements of `n` vertices on the two branches of the contour, with a
minus sign for each vertex on the backward branch. -/
def contourSum (a : ℕ → R) (n : ℕ) (b : R) : R :=
  ∑ S ∈ (range n).powerset, (-1) ^ S.card * contourTerm a n b S

/-- The nested commutator `[...[[b, a (n-1)], a (n-2)]..., a 0]`, latest vertex innermost. -/
def nestedCommutator (a : ℕ → R) : ℕ → R → R
  | 0, b => b
  | n + 1, b => nestedCommutator a n (b * a n - a n * b)

/-- The operator `[a (n-1), ...[a 1, [a 0, ρ]]...]`, obtained from `ρ` by successive commutators
with the vertices, earliest first. -/
def liouvilleState (a : ℕ → R) (ρ : R) : ℕ → R
  | 0 => ρ
  | n + 1 => a n * liouvilleState a ρ n - liouvilleState a ρ n * a n

/-- The list of selected vertices depends only on which of the first `n` vertices are selected. -/
theorem vertices_congr {n : ℕ} {S T : Finset ℕ} (h : ∀ i < n, (i ∈ S ↔ i ∈ T)) :
    vertices n S = vertices n T := by
  unfold vertices
  apply List.filter_congr
  intro i hi
  simp [h i (List.mem_range.mp hi)]

/-- A new latest vertex is appended to the list if it is selected, and is absent otherwise. -/
theorem vertices_succ (n : ℕ) (S : Finset ℕ) :
    vertices (n + 1) S = vertices n S ++ (if n ∈ S then [n] else []) := by
  by_cases h : n ∈ S <;> simp [vertices, List.range_succ, h]

/-- Placing the latest vertex on the forward branch multiplies the observable by it from the
right. -/
theorem contourTerm_forward (a : ℕ → R) (n : ℕ) (b : R) {S : Finset ℕ} (hn : n ∉ S) :
    contourTerm a (n + 1) b S = contourTerm a n (b * a n) S := by
  have h1 : vertices (n + 1) S = vertices n S := by
    rw [vertices_succ, if_neg hn, List.append_nil]
  have hc : vertices n (range (n + 1) \ S) = vertices n (range n \ S) := by
    apply vertices_congr
    intro i hi
    have hi' : i < n + 1 := by omega
    simp only [mem_sdiff, mem_range]
    tauto
  have hm : n ∈ range (n + 1) \ S :=
    mem_sdiff.mpr ⟨mem_range.mpr (Nat.lt_succ_self n), hn⟩
  have h2 : vertices (n + 1) (range (n + 1) \ S) = vertices n (range n \ S) ++ [n] := by
    rw [vertices_succ, if_pos hm, hc]
  simp [contourTerm, h1, h2, mul_assoc]

/-- Placing the latest vertex on the backward branch multiplies the observable by it from the
left. -/
theorem contourTerm_backward (a : ℕ → R) (n : ℕ) (b : R) (S : Finset ℕ) :
    contourTerm a (n + 1) b (insert n S) = contourTerm a n (a n * b) S := by
  have hc1 : vertices n (insert n S) = vertices n S := by
    apply vertices_congr
    intro i hi
    have hne : i ≠ n := by omega
    simp only [mem_insert]
    tauto
  have h1 : vertices (n + 1) (insert n S) = vertices n S ++ [n] := by
    rw [vertices_succ, if_pos (mem_insert_self n S), hc1]
  have hc2 : vertices n (range (n + 1) \ insert n S) = vertices n (range n \ S) := by
    apply vertices_congr
    intro i hi
    have hi' : i < n + 1 := by omega
    have hne : i ≠ n := by omega
    simp only [mem_sdiff, mem_range, mem_insert]
    tauto
  have hm : n ∉ range (n + 1) \ insert n S :=
    fun h => (mem_sdiff.mp h).2 (mem_insert_self n S)
  have h2 : vertices (n + 1) (range (n + 1) \ insert n S) = vertices n (range n \ S) := by
    rw [vertices_succ, if_neg hm, List.append_nil, hc2]
  simp [contourTerm, h1, h2, mul_assoc]

/-- Summing over the two branch positions of the latest vertex replaces the observable by its
commutator with that vertex. -/
theorem contourSum_succ (a : ℕ → R) (n : ℕ) (b : R) :
    contourSum a (n + 1) b = contourSum a n (b * a n - a n * b) := by
  unfold contourSum
  -- split the placements according to the branch of the latest vertex
  rw [Finset.range_add_one, Finset.sum_powerset_insert Finset.notMem_range_self,
    ← Finset.sum_add_distrib]
  apply Finset.sum_congr rfl
  intro S hS
  have hn : n ∉ S := fun h => Finset.notMem_range_self (mem_powerset.mp hS h)
  have hlin : contourTerm a n (b * a n - a n * b) S
      = contourTerm a n (b * a n) S - contourTerm a n (a n * b) S := by
    simp only [contourTerm, mul_sub, sub_mul]
  rw [contourTerm_forward a n b hn, contourTerm_backward, Finset.card_insert_of_notMem hn,
    hlin, pow_succ, mul_sub, mul_neg_one, neg_mul, sub_eq_add_neg]

/-- The signed sum over all branch placements of the vertices equals the nested commutator of
the observable with the vertices, latest vertex innermost. -/
theorem contourSum_eq_nestedCommutator (a : ℕ → R) (n : ℕ) (b : R) :
    contourSum a n b = nestedCommutator a n b := by
  induction n generalizing b with
  | zero => simp [contourSum, contourTerm, vertices, nestedCommutator]
  | succ n ih => rw [contourSum_succ, ih, nestedCommutator]

/-- With a factor `-i` for each forward vertex and `+i` for each backward vertex, in place of the
signs in `contourSum`, the sum of the contour contributions over all placements is `(-i)^n` times
the nested commutator. -/
theorem weighted_contourSum {A : Type*} [Ring A] [Algebra ℂ A] (a : ℕ → A) (n : ℕ) (b : A) :
    ∑ S ∈ (range n).powerset,
      (Complex.I ^ S.card * (-Complex.I) ^ (range n \ S).card) • contourTerm a n b S
      = (-Complex.I) ^ n • nestedCommutator a n b := by
  rw [← contourSum_eq_nestedCommutator, contourSum, Finset.smul_sum]
  apply Finset.sum_congr rfl
  intro S hS
  have hcard : (range n \ S).card + S.card = n :=
    (Finset.card_sdiff_add_card_eq_card (mem_powerset.mp hS)).trans (Finset.card_range n)
  -- each backward vertex differs from a forward one by a sign
  have hI : Complex.I ^ S.card = (-Complex.I) ^ S.card * (-1) ^ S.card := by
    rw [← mul_pow]
    simp
  have hw : Complex.I ^ S.card * (-Complex.I) ^ (range n \ S).card
      = (-Complex.I) ^ n * (-1) ^ S.card := by
    calc _ = (-Complex.I) ^ ((range n \ S).card + S.card) * (-1) ^ S.card := by
          rw [hI, pow_add]
          ring
      _ = _ := by rw [hcard]
  rw [hw, mul_smul]
  congr 1
  rcases Nat.even_or_odd S.card with h | h <;> simp [h.neg_one_pow]

/-- With at least one vertex, the contour sum of the identity operator vanishes. -/
theorem contourSum_one (a : ℕ → R) (n : ℕ) : contourSum a (n + 1) 1 = 0 := by
  rw [contourSum_succ, one_mul, mul_one, sub_self]
  simp [contourSum, contourTerm]

/-- The trace of `ρ` times the contour sum equals the trace of the observable against `ρ` after
successive commutators with the vertices, earliest first. -/
theorem trace_contourSum {K ι : Type*} [CommRing K] [Fintype ι] [DecidableEq ι]
    (a : ℕ → Matrix ι ι K) (ρ : Matrix ι ι K) (n : ℕ) (b : Matrix ι ι K) :
    (ρ * contourSum a n b).trace = (liouvilleState a ρ n * b).trace := by
  induction n generalizing b with
  | zero => rw [contourSum_eq_nestedCommutator, nestedCommutator, liouvilleState]
  | succ n ih =>
    rw [contourSum_succ, ih, liouvilleState]
    -- cyclicity moves the latest vertex from the observable to the state
    have h := Matrix.trace_mul_comm (liouvilleState a ρ n * b) (a n)
    simp only [mul_sub, sub_mul, Matrix.trace_sub, mul_assoc] at h ⊢
    rw [h]

end RetardedContourSum
```

```lean
#print axioms RetardedContourSum.contourSum_eq_nestedCommutator
-- 'RetardedContourSum.contourSum_eq_nestedCommutator' depends on axioms: [propext, Classical.choice, Quot.sound]
#print axioms RetardedContourSum.weighted_contourSum
-- 'RetardedContourSum.weighted_contourSum' depends on axioms: [propext, Classical.choice, Quot.sound]
#print axioms RetardedContourSum.contourSum_one
-- 'RetardedContourSum.contourSum_one' depends on axioms: [propext, Classical.choice, Quot.sound]
#print axioms RetardedContourSum.trace_contourSum
-- 'RetardedContourSum.trace_contourSum' depends on axioms: [propext, Classical.choice, Quot.sound]
```

## From ordered lists to the recursion

Two lemmas deal with the ordered lists. `vertices_congr` says that two sets containing the same indices below n give the same list. `vertices_succ` says that when n is admitted as a new index, it is appended at the end if it is selected and otherwise leaves the list unchanged.

`contourTerm_forward` and `contourTerm_backward` are the two absorption rules for the latest vertex. In each, `h1` describes the list to the left of the observable and `h2` the list before reversal on the right. In the forward case n is appended to the second list, so the reversal brings it to the front, next to `b`. In the backward case it is appended to the first list and is already next to `b`. The final `simp` with `mul_assoc` regroups the product so that the vertex belongs to the observable.

`contourSum_succ` carries out the split over subsets. The rewrite with `Finset.sum_powerset_insert` separates the placements without n from those with n, and `Finset.sum_add_distrib` joins the two sums again, pairing S with S ∪ {n}. After `Finset.sum_congr` only one pair has to be compared. The step `hlin` is the additivity of Tₙ in the observable, and `Finset.card_insert_of_notMem` supplies the extra backward vertex and with it the minus sign.

The main theorem is then a short induction on n. The words `generalizing b` are essential to it: the recursion changes the observable from b to [b, aₙ], so the induction hypothesis has to be available for every observable and not only for the original one.

## The proofs of the three consequences

In `weighted_contourSum`, `hcard` states that the forward and backward vertices together number n. `hI` writes each factor i as (−i)(−1), and `hw` combines these into the common factor (−i)ⁿ and the sign (−1)^|S|. The last line distinguishes even and odd |S| to identify the complex sign acting on an operator with the same sign as an element of the ring.

`contourSum_one` applies the recursion once, finds the commutator of 1 with the latest vertex to be zero, and simplifies the contour sum of zero.

`trace_contourSum` is again an induction with `b` left general. After the recursion and the induction hypothesis, `Matrix.trace_mul_comm` moves aₙ from the right end of the product Lₙ b aₙ to its left end. The expansion of the commutators by `mul_sub` and `sub_mul` turns each side of the goal into a difference of two traces, as in the derivation above, and the rewrite with `h` makes the two sides equal.
